# For Hermitian position matrices, the orbital spread splits into a gauge-invariant part and an off-diagonal part

Two sites at positions 0 and 1 carry the orbitals $(1,1)/\sqrt2$ and $(1,-1)/\sqrt2$, each with position variance $1/4$, yet a unitary mixing turns them into the two site states, whose variances vanish. How much of a total spread can such a mixing change, and how much is fixed by the space that the orbitals span?

In Lean 4 with Mathlib:

```lean
import Mathlib

open Matrix

namespace MarzariVanderbiltSpread

noncomputable section

variable {n m ι : Type*} [Fintype n] [DecidableEq n] [Fintype m] [DecidableEq m] [Fintype ι]

/-- The operator `P = ∑ₐ |wₐ⟩⟨wₐ|` built from the orbitals `wₐ`, the columns of `W`. -/
def bandProjector (W : Matrix n m ℂ) : Matrix n n ℂ := W * Wᴴ

/-- The total spread `∑ⱼ ∑ₐ (⟨wₐ, Xⱼ² wₐ⟩ - ⟨wₐ, Xⱼ wₐ⟩²)` of the orbitals for the position
components `Xⱼ`, with real parts taken of the expectation values. -/
def spread (W : Matrix n m ℂ) (X : ι → Matrix n n ℂ) : ℝ :=
  ∑ j, ∑ a, (((Wᴴ * (X j * X j) * W) a a).re - ((Wᴴ * X j * W) a a).re ^ 2)

/-- The invariant part `∑ⱼ tr (P Xⱼ Q Xⱼ)` of the spread, with `Q = 1 - P`
and the real part taken of the trace. -/
def invariantSpread (W : Matrix n m ℂ) (X : ι → Matrix n n ℂ) : ℝ :=
  ∑ j, (trace (bandProjector W * X j * (1 - bandProjector W) * X j)).re

/-- The off-diagonal part `∑ⱼ ∑_{a ≠ b} |⟨wₐ, Xⱼ w_b⟩|²` of the spread. -/
def offDiagonalSpread (W : Matrix n m ℂ) (X : ι → Matrix n n ℂ) : ℝ :=
  ∑ j, ∑ a, ∑ b, if a = b then 0 else ‖(Wᴴ * X j * W) a b‖ ^ 2

omit [DecidableEq n] [DecidableEq m] in
/-- The real part of the trace of `B†B` is the sum of the squared moduli of all entries of `B`. -/
theorem trace_gram (B : Matrix n m ℂ) :
    (trace (Bᴴ * B)).re = ∑ a, ∑ i, ‖B i a‖ ^ 2 := by
  simp only [Matrix.trace, Matrix.diag_apply, Matrix.mul_apply, Matrix.conjTranspose_apply,
    Complex.re_sum]
  refine Finset.sum_congr rfl fun a _ => Finset.sum_congr rfl fun i _ => ?_
  rw [Complex.sq_norm, Complex.normSq_apply]
  simp [Complex.mul_re]

/-- In each row of a Hermitian matrix, the sum of the squared moduli of all elements is the squared
real part of the diagonal element plus the squared moduli of the off-diagonal ones. -/
theorem row_split {M : Matrix m m ℂ} (hM : M.IsHermitian) (a : m) :
    ∑ b, ‖M a b‖ ^ 2 = (M a a).re ^ 2 + ∑ b, if a = b then 0 else ‖M a b‖ ^ 2 := by
  -- the diagonal element is real
  have h : (star (M a a)).im = (M a a).im := by rw [hM.apply a a]
  rw [Complex.star_def, Complex.conj_im] at h
  have him : (M a a).im = 0 := by linarith
  have hd : (M a a).re ^ 2 = ‖M a a‖ ^ 2 := by
    rw [Complex.sq_norm, Complex.normSq_apply, him]
    ring
  have hs : ∑ b, ‖M a b‖ ^ 2 = ∑ b, ((if a = b then ‖M a b‖ ^ 2 else 0)
      + if a = b then 0 else ‖M a b‖ ^ 2) := by
    refine Finset.sum_congr rfl fun b _ => ?_
    split_ifs <;> simp
  rw [hs, Finset.sum_add_distrib, hd]
  simp

omit [DecidableEq m] in
/-- Inserting `Q = 1 - P` splits `tr (P X Q X)` into the trace of `X²` over the orbitals minus
the trace of the square of the matrix `⟨wₐ, X w_b⟩`. -/
theorem trace_split (W : Matrix n m ℂ) (X : Matrix n n ℂ) :
    trace (bandProjector W * X * (1 - bandProjector W) * X)
      = trace (Wᴴ * (X * X) * W) - trace ((Wᴴ * X * W) * (Wᴴ * X * W)) := by
  have e : bandProjector W * X * (1 - bandProjector W) * X
      = W * (Wᴴ * (X * X)) - W * (Wᴴ * X * W * Wᴴ * X) := by
    simp only [bandProjector, Matrix.mul_sub, Matrix.sub_mul, Matrix.mul_one, Matrix.mul_assoc]
  -- cyclicity moves `W` to the right
  rw [e, Matrix.trace_sub, Matrix.trace_mul_comm W (Wᴴ * (X * X)),
    Matrix.trace_mul_comm W (Wᴴ * X * W * Wᴴ * X)]
  simp only [Matrix.mul_assoc]

/-- **Marzari-Vanderbilt decomposition, for finite matrices.** For Hermitian position components the
total spread is the sum of the invariant part and the off-diagonal part. -/
theorem spread_eq_invariant_add_offDiagonal (W : Matrix n m ℂ) {X : ι → Matrix n n ℂ}
    (hX : ∀ j, (X j).IsHermitian) :
    spread W X = invariantSpread W X + offDiagonalSpread W X := by
  unfold spread invariantSpread offDiagonalSpread
  rw [← Finset.sum_add_distrib]
  refine Finset.sum_congr rfl fun j _ => ?_
  have hM : (Wᴴ * X j * W).IsHermitian := Matrix.isHermitian_conjTranspose_mul_mul W (hX j)
  -- the trace of the squared position matrix collects all `|⟨wₐ, X w_b⟩|²`
  have hT := trace_gram (Wᴴ * X j * W)
  rw [hM.eq, Finset.sum_comm] at hT
  rw [trace_split, Complex.sub_re, hT, Finset.sum_congr rfl fun a _ => row_split hM a,
    Finset.sum_add_distrib, Finset.sum_sub_distrib]
  simp only [Matrix.trace, Matrix.diag_apply, Complex.re_sum]
  ring

/-- A unitary mixing `U` of the orbitals leaves the invariant part of the spread unchanged. -/
theorem invariantSpread_gauge (W : Matrix n m ℂ) (X : ι → Matrix n n ℂ) {U : Matrix m m ℂ}
    (hU : U ∈ Matrix.unitaryGroup m ℂ) :
    invariantSpread (W * U) X = invariantSpread W X := by
  have hU' : U * Uᴴ = 1 := Matrix.mem_unitaryGroup_iff.1 hU
  have hP : bandProjector (W * U) = bandProjector W := by
    unfold bandProjector
    rw [Matrix.conjTranspose_mul, Matrix.mul_assoc, ← Matrix.mul_assoc U, hU', Matrix.one_mul]
  unfold invariantSpread
  rw [hP]

/-- For Hermitian position components, a unitary mixing of the orbitals changes the total
spread by exactly the change of its off-diagonal part. -/
theorem spread_gauge_change (W : Matrix n m ℂ) {X : ι → Matrix n n ℂ}
    (hX : ∀ j, (X j).IsHermitian) {U : Matrix m m ℂ} (hU : U ∈ Matrix.unitaryGroup m ℂ) :
    spread (W * U) X - spread W X = offDiagonalSpread (W * U) X - offDiagonalSpread W X := by
  rw [spread_eq_invariant_add_offDiagonal _ hX, spread_eq_invariant_add_offDiagonal _ hX,
    invariantSpread_gauge W X hU]
  ring

/-- For orthonormal orbitals and Hermitian position components, the invariant part is the
total squared norm of the vectors `Q Xⱼ wₐ`. -/
theorem invariantSpread_eq_leakage {W : Matrix n m ℂ} (hW : Wᴴ * W = 1)
    {X : ι → Matrix n n ℂ} (hX : ∀ j, (X j).IsHermitian) :
    invariantSpread W X
      = ∑ j, ∑ a, ∑ i, ‖(((1 : Matrix n n ℂ) - bandProjector W) * X j * W) i a‖ ^ 2 := by
  have hP : bandProjector W * bandProjector W = bandProjector W := by
    unfold bandProjector
    rw [Matrix.mul_assoc, ← Matrix.mul_assoc Wᴴ, hW, Matrix.one_mul]
  -- `Q` is an orthogonal projector
  have hQ : (1 - bandProjector W) * (1 - bandProjector W) = 1 - bandProjector W := by
    rw [sub_mul, one_mul, mul_sub, mul_one, hP, sub_self, sub_zero]
  have hQH : (1 - bandProjector W)ᴴ = 1 - bandProjector W := by
    simp [bandProjector, Matrix.conjTranspose_sub, Matrix.conjTranspose_mul]
  refine Finset.sum_congr rfl fun j _ => ?_
  rw [← trace_gram, Matrix.conjTranspose_mul, Matrix.conjTranspose_mul, hQH, (hX j).eq]
  generalize 1 - bandProjector W = Q at hQ ⊢
  have e : Wᴴ * (X j * Q) * (Q * X j * W) = Wᴴ * (X j * Q * X j) * W := by
    calc Wᴴ * (X j * Q) * (Q * X j * W) = Wᴴ * (X j * (Q * Q) * X j) * W := by
          simp only [Matrix.mul_assoc]
      _ = _ := by rw [hQ]
  rw [e, Matrix.trace_mul_comm _ W]
  simp only [bandProjector, Matrix.mul_assoc]

/-- For orthonormal orbitals and Hermitian position components, the invariant part vanishes
exactly when every `Xⱼ` maps the span of the orbitals into itself. -/
theorem invariantSpread_eq_zero_iff {W : Matrix n m ℂ} (hW : Wᴴ * W = 1)
    {X : ι → Matrix n n ℂ} (hX : ∀ j, (X j).IsHermitian) :
    invariantSpread W X = 0 ↔ ∀ j, bandProjector W * X j * W = X j * W := by
  rw [invariantSpread_eq_leakage hW hX]
  constructor
  · intro h j
    -- a vanishing sum of squares has vanishing terms
    have h1 := (Finset.sum_eq_zero_iff_of_nonneg (fun _ _ => by positivity)).1 h j
      (Finset.mem_univ j)
    have h0 : ((1 : Matrix n n ℂ) - bandProjector W) * X j * W = 0 := by
      ext i a
      have h2 := (Finset.sum_eq_zero_iff_of_nonneg (fun _ _ => by positivity)).1 h1 a
        (Finset.mem_univ a)
      have h3 := (Finset.sum_eq_zero_iff_of_nonneg (fun _ _ => by positivity)).1 h2 i
        (Finset.mem_univ i)
      exact norm_eq_zero.1 ((pow_eq_zero_iff two_ne_zero).1 h3)
    rw [Matrix.sub_mul, Matrix.sub_mul, Matrix.one_mul, sub_eq_zero] at h0
    exact h0.symm
  · intro h
    have h0 : ∀ j, ((1 : Matrix n n ℂ) - bandProjector W) * X j * W = 0 := fun j => by
      rw [Matrix.sub_mul, Matrix.sub_mul, Matrix.one_mul, h j, sub_self]
    simp only [h0, Matrix.zero_apply, norm_zero]
    simp

end

end MarzariVanderbiltSpread
```

```lean
#print axioms MarzariVanderbiltSpread.spread_eq_invariant_add_offDiagonal
#print axioms MarzariVanderbiltSpread.spread_gauge_change
#print axioms MarzariVanderbiltSpread.invariantSpread_eq_zero_iff
```

```
'MarzariVanderbiltSpread.spread_eq_invariant_add_offDiagonal' depends on axioms: [propext, Classical.choice, Quot.sound]
'MarzariVanderbiltSpread.spread_gauge_change' depends on axioms: [propext, Classical.choice, Quot.sound]
'MarzariVanderbiltSpread.invariantSpread_eq_zero_iff' depends on axioms: [propext, Classical.choice, Quot.sound]
```

## Where the spread of the two sites sits

The two orbitals span the whole space, so nothing lies outside their span and the fixed part is zero. The position matrix element between them is $-1/2$. Its squared modulus, counted for both orders of the pair, gives $2\cdot\tfrac14=\tfrac12$, which is the whole spread.

If only the first orbital is kept, there is no pair left. Its variance $1/4$ is then entirely the fixed part.

## Orbitals and positions as matrices

The orbitals $w_a$ are the columns of `W`, with basis states indexed by `n` and orbitals by `m`. The matrices `X j` are the Cartesian position components, indexed by `ι`; they must be Hermitian but need not commute. `bandProjector W` is $P=WW^\dagger$, and $Q=1-P$. For Hermitian $X_j$ the main theorem says

$$\sum_{j,a}\left(\langle w_a,X_j^2w_a\rangle-\langle w_a,X_jw_a\rangle^2\right)=\sum_j\operatorname{tr}(PX_jQX_j)+\sum_j\sum_{a\ne b}|\langle w_a,X_jw_b\rangle|^2 .$$

The definitions take real parts, which loses nothing here because these expectation values and traces are real. The identity does not assume orthonormality. The left side is a sum of variances when the orbitals are normalised, and $P$ is the projector onto their span when `Wᴴ * W = 1`.

It is easy to count each pair once in the last sum. `offDiagonalSpread` runs over ordered pairs, and counting each pair once would give $1/4$ instead of $1/2$ in the example.

In the Wannier literature, "off-diagonal" often refers only to different band indices. Here it means any two distinct orbitals, which in a crystal would include translated copies of the same one.

## Why the two parts add up

Fix $j$, write $X=X_j$ and let $M=W^\dagger XW$, so that $M_{ab}=\langle w_a,Xw_b\rangle$. Inserting $Q=1-WW^\dagger$ and using cyclicity of the trace gives

$$\operatorname{tr}(PXQX)=\operatorname{tr}(WW^\dagger X^2)-\operatorname{tr}(WW^\dagger XWW^\dagger X)=\operatorname{tr}(W^\dagger X^2W)-\operatorname{tr}(M^2).$$

This is `trace_split`. Since $X$ is Hermitian, so is $M$. Its diagonal is real, and

$$\operatorname{tr}(M^2)=\sum_{a,b}M_{ab}M_{ba}=\sum_{a,b}|M_{ab}|^2=\sum_aM_{aa}^2+\sum_{a\ne b}|M_{ab}|^2 .$$

`trace_gram` supplies the sum of squared moduli, and `row_split` separates the diagonal element in each row. Substituting and moving the off-diagonal sum to the other side leaves $\sum_a[(W^\dagger X^2W)_{aa}-M_{aa}^2]$, the spread for component $j$. Summing over $j$ finishes the proof.

## What a unitary mixing can change

Replacing $W$ by $WU$ with $U$ unitary gives $WUU^\dagger W^\dagger=WW^\dagger$. Hence $P$ and the invariant part stay the same (`invariantSpread_gauge`), and subtracting two copies of the decomposition shows that the spread changes by exactly the change of its off-diagonal part (`spread_gauge_change`). For maximally localised Wannier functions, modelled here by finitely many orbitals in a finite basis, minimising the spread within a fixed span therefore means minimising the off-diagonal part.

## When the invariant part vanishes

For orthonormal orbitals $P^2=P$, so $Q^2=Q=Q^\dagger$ and

$$\operatorname{tr}(PX_jQX_j)=\operatorname{tr}\left((QX_jW)^\dagger(QX_jW)\right)=\sum_a\|QX_jw_a\|^2 .$$

`invariantSpread_eq_leakage` sums this over $j$: the invariant part measures how far position carries the orbitals out of their span. A sum of squares vanishes only if every term does, so the invariant part is zero exactly when $PX_jW=X_jW$ for all $j$, that is, when every $X_j$ maps the span into itself. `invariantSpread_eq_zero_iff` obtains this by applying the vanishing-sum argument to $j$, $a$ and the vector component $i$ in turn.

One step to a real material that the theorems leave open is the replacement of the position operator by finite matrices: in a truncated basis, the square of the matrix of $x$ generally differs from the matrix of $x^2$.
